# The ground energy of a bounded self-adjoint Hamiltonian is 1-Lipschitz in the operator norm

Suppose a Hamiltonian has been rounded or fitted, or has had small terms dropped. An accurate minimisation then gives the ground energy of the approximate Hamiltonian, and the question is how far this can lie from the original ground energy. The problems below bound the difference by the operator norm of the error, for bounded operators. The bound applies to matrix Hamiltonians in a fixed finite orthonormal basis, but not directly to unbounded ones such as the kinetic energy in continuous space.

Let $E$ be an inner-product space over $\mathbb K=\mathbb R$ or $\mathbb C$ (`𝕜` in the code), with the inner product linear in its second argument. Completeness is not needed. Hamiltonians are bounded linear operators, `E →L[𝕜] E`.

```lean
import Mathlib

open scoped InnerProductSpace

namespace GroundEnergyLipschitz

noncomputable section

variable {𝕜 E : Type*} [RCLike 𝕜] [NormedAddCommGroup E] [InnerProductSpace 𝕜 E]
```

For an operator $A$ and a vector $v$, write $\varepsilon_A(v)=\mathrm{Re}\langle v,Av\rangle$. The real part makes this a real number even when $A$ is not self-adjoint.

```lean
/-- The energy of the vector `v` for the bounded operator `A`: the real part of `⟨v, A v⟩`. -/
def energy (A : E →L[𝕜] E) (v : E) : ℝ := RCLike.re (inner 𝕜 v (A v))
```

Unit vectors represent the normalised states, and their energies form a set of real numbers.

```lean
/-- The set of energies of `A` taken on normalised vectors. -/
def energyValues (A : E →L[𝕜] E) : Set ℝ := {r | ∃ v : E, ‖v‖ = 1 ∧ energy A v = r}
```

The ground energy $E_0(A)$ is the infimum of this set. No state need attain it. If $E=\{0\}$ there are no unit vectors, and Lean assigns the empty set the infimum 0 by convention; the results that need a true infimum exclude this case.

```lean
/-- The ground energy of `A`: the infimum of its energies over normalised vectors. -/
def groundEnergy (A : E →L[𝕜] E) : ℝ := sInf (energyValues A)
```

For a unit vector $u$, the next operator is the projector $P=|u\rangle\langle u|$, used in (l).

```lean
variable (𝕜) in
/-- The operator `|u⟩⟨u|`, sending `v` to `⟨u, v⟩ u`. -/
def projector (u : E) : E →L[𝕜] E := ContinuousLinearMap.smulRight (innerSL 𝕜 u) u
```

## (a) Linearity in the operator

Show for real $s,t$ that
$$\varepsilon_{sA+tB}(v)=s\,\varepsilon_A(v)+t\,\varepsilon_B(v).$$

**Solution.** Linearity in the second argument gives $\langle v,(sA+tB)v\rangle=s\langle v,Av\rangle+t\langle v,Bv\rangle$. Take real parts; the real factors $s,t$ come out. The rewrites follow this order.

```lean
/-- At a fixed vector the energy is real-linear in the operator. -/
theorem energy_combination (A B : E →L[𝕜] E) (s t : ℝ) (v : E) :
    energy ((s : 𝕜) • A + (t : 𝕜) • B) v = s * energy A v + t * energy B v := by
  have hap : ((s : 𝕜) • A + (t : 𝕜) • B) v = (s : 𝕜) • A v + (t : 𝕜) • B v := by
    rfl
  unfold energy
  rw [hap, inner_add_right, inner_smul_right, inner_smul_right, map_add,
    RCLike.re_ofReal_mul, RCLike.re_ofReal_mul]
```

## (b) Real expectation values

Let $A$ be self-adjoint, meaning $\langle Ax,y\rangle=\langle x,Ay\rangle$ for all $x,y$ (`IsSymmetric`). Show that
$$\langle v,Av\rangle=\varepsilon_A(v).$$

**Solution.** We have $\overline{\langle v,Av\rangle}=\langle Av,v\rangle=\langle v,Av\rangle$, so the number is real and equals its real part. The last step of the code, `hA v v`, is the second equality.

```lean
/-- For a self-adjoint operator the expectation value `⟨v, A v⟩` equals the real number
`energy A v`. -/
theorem inner_eq_energy (A : E →L[𝕜] E) (hA : (A : E →ₗ[𝕜] E).IsSymmetric) (v : E) :
    ((energy A v : ℝ) : 𝕜) = inner 𝕜 v (A v) := by
  unfold energy
  apply RCLike.conj_eq_iff_re.mp
  rw [inner_conj_symm]
  exact hA v v
```

## (c) Energies bounded by the norm

Show for $\|v\|=1$ that
$$|\varepsilon_A(v)|\le\|A\|.$$

**Solution.** By Cauchy–Schwarz and the definition of the operator norm,
$$|\varepsilon_A(v)|\le|\langle v,Av\rangle|\le\|v\|\,\|Av\|\le\|A\|\,\|v\|^2=\|A\|.$$
The `calc` block is this chain.

```lean
/-- The energy of a normalised vector is bounded in absolute value by the operator norm. -/
theorem abs_energy_le_norm (A : E →L[𝕜] E) {v : E} (hv : ‖v‖ = 1) : |energy A v| ≤ ‖A‖ :=
  calc |energy A v| ≤ ‖inner 𝕜 v (A v)‖ := RCLike.abs_re_le_norm _
    _ ≤ ‖v‖ * ‖A v‖ := norm_inner_le_norm _ _
    _ = ‖A v‖ := by rw [hv, one_mul]
    _ ≤ ‖A‖ * ‖v‖ := A.le_opNorm v
    _ = ‖A‖ := by rw [hv, mul_one]
```

## (d) The variational bound

Show for $\|v\|=1$ that
$$E_0(A)\le\varepsilon_A(v).$$

**Solution.** By (c) every energy is at least $-\|A\|$, so the set is bounded below and its infimum lies below each member. In the code, `hb` is the boundedness and `csInf_le` the conclusion.

```lean
/-- Variational bound: the ground energy is at most the energy of any normalised vector. -/
theorem groundEnergy_le_energy (A : E →L[𝕜] E) {v : E} (hv : ‖v‖ = 1) :
    groundEnergy A ≤ energy A v := by
  -- the energies are bounded below by `-‖A‖`
  have hb : BddBelow (energyValues A) := by
    refine ⟨-‖A‖, ?_⟩
    rintro r ⟨w, hw, rfl⟩
    exact (abs_le.mp (abs_energy_le_norm A hw)).1
  exact csInf_le hb ⟨v, hv, rfl⟩
```

## (e) A genuine infimum

Let $E$ contain a nonzero vector (`Nontrivial E`). Show that $E_0(A)$ is the greatest lower bound:
$$b\le\varepsilon_A(v)\ \text{for all}\ \|v\|=1\quad\Longrightarrow\quad b\le E_0(A),$$
and that $E_0(A)$ is itself a lower bound.

**Solution.** The second claim is (d). For the first, pick $v\ne0$; then $v/\|v\|$ is a unit vector, so the set of energies is nonempty and its infimum is at least any lower bound $b$. `IsGLB` combines the two claims.

```lean
/-- On a nontrivial space the ground energy is the greatest lower bound of the energies of
normalised vectors. -/
theorem isGLB_groundEnergy [Nontrivial E] (A : E →L[𝕜] E) :
    IsGLB (energyValues A) (groundEnergy A) := by
  -- normalise a nonzero vector
  obtain ⟨v, hv⟩ := exists_ne (0 : E)
  have hu : ‖((‖v‖⁻¹ : ℝ) : 𝕜) • v‖ = 1 := by
    rw [norm_smul, RCLike.norm_ofReal, abs_inv, abs_norm,
      inv_mul_cancel₀ (norm_ne_zero_iff.mpr hv)]
  have hne : (energyValues A).Nonempty := ⟨_, ⟨_, hu, rfl⟩⟩
  constructor
  · rintro r ⟨w, hw, rfl⟩
    exact groundEnergy_le_energy A hw
  · intro b hb
    exact le_csInf hne (fun r hr => hb hr)
```

## (f) Comparing two infima

Let $a$ and $b$ be the greatest lower bounds of the energies of bounded operators $A$ and $B$. Show that
$$|a-b|\le\|A-B\|.$$

**Solution.** For a unit vector $v$, linearity and (c) give
$$|\varepsilon_A(v)-\varepsilon_B(v)|=|\varepsilon_{A-B}(v)|\le\|A-B\|.$$
This is `key`. Hence $\varepsilon_B(v)\ge\varepsilon_A(v)-\|A-B\|\ge a-\|A-B\|$ for every such $v$, so $a-\|A-B\|\le b$ (`h1`). Exchanging $A$ and $B$ gives `h2`. Self-adjointness is not used.

```lean
/-- For any bounded operators `A` and `B`, greatest lower bounds `a` and `b` of their energies
over normalised vectors differ by at most `‖A - B‖`. -/
theorem abs_sub_le_of_isGLB (A B : E →L[𝕜] E) {a b : ℝ}
    (ha : IsGLB (energyValues A) a) (hb : IsGLB (energyValues B) b) :
    |a - b| ≤ ‖A - B‖ := by
  -- in each normalised vector the two energies differ by at most `‖A - B‖`
  have key : ∀ v : E, ‖v‖ = 1 → |energy A v - energy B v| ≤ ‖A - B‖ := by
    intro v hv
    have h : energy (A - B) v = energy A v - energy B v := by
      have hap : (A - B) v = A v - B v := by rfl
      unfold energy
      rw [hap, inner_sub_right, map_sub]
    rw [← h]
    exact abs_energy_le_norm _ hv
  -- so each infimum, lowered by `‖A - B‖`, is a lower bound for the other operator
  have h1 : a - ‖A - B‖ ≤ b := by
    refine hb.2 ?_
    rintro r ⟨v, hv, rfl⟩
    have h : a ≤ energy A v := ha.1 ⟨v, hv, rfl⟩
    have hk := abs_le.mp (key v hv)
    linarith [hk.1, hk.2]
  have h2 : b - ‖A - B‖ ≤ a := by
    refine ha.2 ?_
    rintro r ⟨v, hv, rfl⟩
    have h : b ≤ energy B v := hb.1 ⟨v, hv, rfl⟩
    have hk := abs_le.mp (key v hv)
    linarith [hk.1, hk.2]
  exact abs_le.mpr ⟨by linarith, by linarith⟩
```

## (g) The Lipschitz bound for Hamiltonians

Let $A,B$ be self-adjoint and $E$ nontrivial. Show that
$$E_0(A)=\inf_{\|v\|=1}\langle v,Av\rangle,\qquad E_0(B)=\inf_{\|v\|=1}\langle v,Bv\rangle,$$
$$|E_0(A)-E_0(B)|\le\|A-B\|.$$

**Solution.** By (b) the expectation values are exactly the energies (`hset`), so (e) gives both infima and (f) gives the bound. For a finite matrix Hamiltonian, an operator-norm error $\delta$ therefore moves the lowest eigenvalue by at most $\delta$.

```lean
/-- For bounded self-adjoint `A` and `B` on a nontrivial space, the ground energies are the
infima of `⟨v, A v⟩` and `⟨v, B v⟩` over normalised `v`, and they differ by at most `‖A - B‖`. -/
theorem groundEnergy_lipschitz [Nontrivial E] (A B : E →L[𝕜] E)
    (hA : (A : E →ₗ[𝕜] E).IsSymmetric) (hB : (B : E →ₗ[𝕜] E).IsSymmetric) :
    IsGLB {r : ℝ | ∃ v : E, ‖v‖ = 1 ∧ inner 𝕜 v (A v) = (r : 𝕜)} (groundEnergy A) ∧
    IsGLB {r : ℝ | ∃ v : E, ‖v‖ = 1 ∧ inner 𝕜 v (B v) = (r : 𝕜)} (groundEnergy B) ∧
    |groundEnergy A - groundEnergy B| ≤ ‖A - B‖ := by
  -- for a self-adjoint operator the expectation values are exactly the energies
  have hset : ∀ C : E →L[𝕜] E, (C : E →ₗ[𝕜] E).IsSymmetric →
      {r : ℝ | ∃ v : E, ‖v‖ = 1 ∧ inner 𝕜 v (C v) = (r : 𝕜)} = energyValues C := by
    intro C hC
    ext r
    constructor
    · rintro ⟨v, hv, h⟩
      refine ⟨v, hv, ?_⟩
      unfold energy
      rw [h, RCLike.ofReal_re]
    · rintro ⟨v, hv, rfl⟩
      exact ⟨v, hv, (inner_eq_energy C hC v).symm⟩
  refine ⟨?_, ?_, ?_⟩
  · rw [hset A hA]
    exact isGLB_groundEnergy A
  · rw [hset B hB]
    exact isGLB_groundEnergy B
  · exact abs_sub_le_of_isGLB A B (isGLB_groundEnergy A) (isGLB_groundEnergy B)
```

## (h) Sharpness under a constant shift

Let $E$ be nontrivial, $c$ real and $I$ the identity. Show that
$$E_0(A+cI)=E_0(A)+c,\qquad |E_0(A+cI)-E_0(A)|=\|(A+cI)-A\|.$$

**Solution.** For unit $v$, $\varepsilon_{A+cI}(v)=\varepsilon_A(v)+c$ (`hid`). All energies move by $c$, and so does the infimum; the code proves the two inequalities separately. Since $\|I\|=1$, both sides of the second equation are $|c|$. The constant 1 in (g) is thus optimal.

```lean
/-- Adding `c` times the identity shifts the ground energy by `c`, and the size of this shift
equals the operator norm of the change in the Hamiltonian. -/
theorem groundEnergy_shift_sharp [Nontrivial E] (A : E →L[𝕜] E) (c : ℝ) :
    groundEnergy (A + (c : 𝕜) • ContinuousLinearMap.id 𝕜 E) = groundEnergy A + c ∧
    |groundEnergy (A + (c : 𝕜) • ContinuousLinearMap.id 𝕜 E) - groundEnergy A|
      = ‖(A + (c : 𝕜) • ContinuousLinearMap.id 𝕜 E) - A‖ := by
  -- every normalised vector has its energy shifted by `c`
  have hid : ∀ v : E, ‖v‖ = 1 →
      energy (A + (c : 𝕜) • ContinuousLinearMap.id 𝕜 E) v = energy A v + c := by
    intro v hv
    have h := energy_combination A (ContinuousLinearMap.id 𝕜 E) 1 c v
    rw [RCLike.ofReal_one, one_smul, one_mul] at h
    have h1 : energy (ContinuousLinearMap.id 𝕜 E) v = 1 := by
      change RCLike.re (inner 𝕜 v v) = 1
      rw [inner_self_eq_norm_sq_to_K, hv, RCLike.ofReal_one, one_pow, RCLike.one_re]
    rw [h, h1, mul_one]
  have h1 : groundEnergy (A + (c : 𝕜) • ContinuousLinearMap.id 𝕜 E) - c ≤ groundEnergy A := by
    refine (isGLB_groundEnergy A).2 ?_
    rintro r ⟨v, hv, rfl⟩
    have h := groundEnergy_le_energy (A + (c : 𝕜) • ContinuousLinearMap.id 𝕜 E) hv
    rw [hid v hv] at h
    linarith
  have h2 : groundEnergy A + c ≤ groundEnergy (A + (c : 𝕜) • ContinuousLinearMap.id 𝕜 E) := by
    refine (isGLB_groundEnergy (A + (c : 𝕜) • ContinuousLinearMap.id 𝕜 E)).2 ?_
    rintro r ⟨v, hv, rfl⟩
    have h := groundEnergy_le_energy A hv
    rw [hid v hv]
    linarith
  have heq : groundEnergy (A + (c : 𝕜) • ContinuousLinearMap.id 𝕜 E) = groundEnergy A + c :=
    le_antisymm (by linarith) h2
  have hn : ‖ContinuousLinearMap.id 𝕜 E‖ = 1 := by
    exact ContinuousLinearMap.norm_id
  refine ⟨heq, ?_⟩
  rw [heq, add_sub_cancel_left, add_sub_cancel_left, norm_smul, hn, mul_one, RCLike.norm_ofReal]
```

## (i) Concavity in the Hamiltonian

Let $0\le t\le1$, and let $a,b,c$ be the greatest lower bounds of the energies of $A$, $B$ and $(1-t)A+tB$. Show that
$$(1-t)a+tb\le c.$$

**Solution.** For unit $v$, (a) gives
$$\varepsilon_{(1-t)A+tB}(v)=(1-t)\varepsilon_A(v)+t\,\varepsilon_B(v)\ge(1-t)a+tb,$$
because both weights are nonnegative. The right side is a lower bound, hence at most $c$.

```lean
/-- Concavity: if `a`, `b`, `c` are the greatest lower bounds of the energies of `A`, `B` and
`(1 - t) A + t B` with `0 ≤ t ≤ 1`, then `(1 - t) a + t b ≤ c`. -/
theorem concave_of_isGLB (A B : E →L[𝕜] E) {a b c t : ℝ} (ht0 : 0 ≤ t) (ht1 : t ≤ 1)
    (ha : IsGLB (energyValues A) a) (hb : IsGLB (energyValues B) b)
    (hc : IsGLB (energyValues (((1 - t : ℝ) : 𝕜) • A + (t : 𝕜) • B)) c) :
    (1 - t) * a + t * b ≤ c := by
  refine hc.2 ?_
  rintro r ⟨v, hv, rfl⟩
  have h1 : a ≤ energy A v := ha.1 ⟨v, hv, rfl⟩
  have h2 : b ≤ energy B v := hb.1 ⟨v, hv, rfl⟩
  rw [energy_combination A B (1 - t) t v]
  exact add_le_add (mul_le_mul_of_nonneg_left h1 (sub_nonneg.mpr ht1))
    (mul_le_mul_of_nonneg_left h2 ht0)
```

## (j) The envelope theorem

Let $H(t)$ be a family of bounded operators, and let a unit vector $v$ attain $E_0(H(t_0))$. Assume that $E_0(H(t))$ and $\varepsilon_{H(t)}(v)$, with $v$ held fixed, have derivatives $d$ and $e$ at $t_0$. Show that
$$d=e.$$

**Solution.** Put $g(t)=E_0(H(t))-\varepsilon_{H(t)}(v)$. By (d), $g\le0$ everywhere, and $g(t_0)=0$. So $g$ has a maximum at $t_0$ (`hmax`), and $0=g'(t_0)=d-e$. No derivative of the state enters. Differentiability of the ground energy is assumed; it excludes a kink, such as one where the two lowest levels cross with different slopes.

```lean
/-- Envelope theorem: if the normalised vector `v` attains the ground energy of `H t₀`, and both
the ground energy of `H t` and the energy of the fixed vector `v` are differentiable at `t₀`,
then their derivatives agree. -/
theorem envelope (H : ℝ → E →L[𝕜] E) {t₀ d e : ℝ} {v : E} (hv : ‖v‖ = 1)
    (hmin : energy (H t₀) v = groundEnergy (H t₀))
    (he : HasDerivAt (fun t => energy (H t) v) e t₀)
    (hd : HasDerivAt (fun t => groundEnergy (H t)) d t₀) : d = e := by
  have hg : HasDerivAt (fun t => groundEnergy (H t) - energy (H t) v) (d - e) t₀ :=
    hd.fun_sub he
  -- the difference is nonpositive everywhere and vanishes at `t₀`
  have hmax : IsLocalMax (fun t => groundEnergy (H t) - energy (H t) v) t₀ := by
    refine Filter.Eventually.of_forall fun t => ?_
    have h := groundEnergy_le_energy (H t) hv
    show groundEnergy (H t) - energy (H t) v ≤ groundEnergy (H t₀) - energy (H t₀) v
    linarith
  have h0 := hmax.hasDerivAt_eq_zero hg
  linarith
```

## (k) Hellmann–Feynman for the ground state

Take $H(t)=A+tV$, let a unit vector $v$ attain the ground energy at $t_0$, and let $E_0(H(t))$ have derivative $d$ there. Show that
$$d=\varepsilon_V(v).$$

**Solution.** By (a), $\varepsilon_{H(t)}(v)=\varepsilon_A(v)+t\,\varepsilon_V(v)$, with slope $\varepsilon_V(v)$ (`he`). Apply (j). For self-adjoint $V$ this slope is $\langle v,Vv\rangle$, by (b). The argument rests on minimality, so it treats the ground state and not excited eigenstates.

```lean
/-- Hellmann-Feynman theorem for the ground energy of `A + t V`: if the normalised vector `v`
attains the ground energy at `t₀` and the ground energy has derivative `d` there, then `d` is
the energy of `v` for `V`. -/
theorem hellmann_feynman (A V : E →L[𝕜] E) {t₀ d : ℝ} {v : E} (hv : ‖v‖ = 1)
    (hmin : energy (A + (t₀ : 𝕜) • V) v = groundEnergy (A + (t₀ : 𝕜) • V))
    (hd : HasDerivAt (fun t : ℝ => groundEnergy (A + (t : 𝕜) • V)) d t₀) :
    d = energy V v := by
  -- at fixed `v` the energy is affine in `t`
  have hfun : (fun t : ℝ => energy (A + (t : 𝕜) • V) v)
      = fun t : ℝ => energy A v + t * energy V v := by
    funext t
    have h := energy_combination A V 1 t v
    rw [RCLike.ofReal_one, one_smul, one_mul] at h
    exact h
  have he : HasDerivAt (fun t : ℝ => energy (A + (t : 𝕜) • V) v) (energy V v) t₀ := by
    rw [hfun]
    have h := ((hasDerivAt_id' t₀).mul_const (energy V v)).const_add (energy A v)
    rw [one_mul] at h
    exact h
  exact envelope (fun t : ℝ => A + (t : 𝕜) • V) hv hmin he hd
```

## (l) A family that meets the hypotheses

Let $\|u\|=1$, $P=|u\rangle\langle u|$ and $t_0<1$. Show that $P$ is self-adjoint, that $u$ attains the ground energy of $-P+t_0P$, and that
$$\left.\frac{d}{dt}E_0(-P+tP)\right|_{t_0}=1=\varepsilon_P(u).$$

**Solution.** Both $\langle Px,y\rangle$ and $\langle x,Py\rangle$ equal $\langle x,u\rangle\langle u,y\rangle$. For unit $v$, $\varepsilon_P(v)=|\langle u,v\rangle|^2\le1$ (`hle`), with equality at $v=u$. The energy of $-P+tP$ is $(t-1)\varepsilon_P(v)$ (`hE`). For $t\le1$ the factor $t-1$ is not positive, so the minimum is $t-1$, attained at $u$ (`hG`). This holds in a neighbourhood of $t_0$, and the slope is 1.

```lean
/-- For a normalised `u`, the operator `P = |u⟩⟨u|` is self-adjoint, and at every `t₀ < 1` the
vector `u` attains the ground energy of `-P + t₀ P`, the ground energy of `-P + t P` has
derivative `1`, and the energy of `u` for `P` is `1`. -/
theorem hellmann_feynman_witness {u : E} (hu : ‖u‖ = 1) {t₀ : ℝ} (ht : t₀ < 1) :
    (projector 𝕜 u : E →ₗ[𝕜] E).IsSymmetric ∧
    energy (-projector 𝕜 u + (t₀ : 𝕜) • projector 𝕜 u) u
      = groundEnergy (-projector 𝕜 u + (t₀ : 𝕜) • projector 𝕜 u) ∧
    HasDerivAt (fun t : ℝ => groundEnergy (-projector 𝕜 u + (t : 𝕜) • projector 𝕜 u)) 1 t₀ ∧
    energy (projector 𝕜 u) u = 1 := by
  have happ : ∀ v : E, projector 𝕜 u v = inner 𝕜 u v • u := by
    intro v
    rfl
  have huu : inner 𝕜 u u = 1 := by
    rw [inner_self_eq_norm_sq_to_K, hu, RCLike.ofReal_one, one_pow]
  have hPu : energy (projector 𝕜 u) u = 1 := by
    unfold energy
    rw [happ, huu, one_smul, huu, RCLike.one_re]
  -- Cauchy-Schwarz: the energy for `P` of a normalised vector is at most one
  have hle : ∀ v : E, ‖v‖ = 1 → energy (projector 𝕜 u) v ≤ 1 := by
    intro v hv
    have h1 : ‖inner 𝕜 u v‖ ≤ ‖u‖ * ‖v‖ := norm_inner_le_norm u v
    have h2 : ‖inner 𝕜 v u‖ ≤ ‖v‖ * ‖u‖ := norm_inner_le_norm v u
    rw [hu, hv, mul_one] at h1
    rw [hu, hv, mul_one] at h2
    calc energy (projector 𝕜 u) v = RCLike.re (inner 𝕜 u v * inner 𝕜 v u) := by
          unfold energy
          rw [happ, inner_smul_right]
      _ ≤ ‖inner 𝕜 u v * inner 𝕜 v u‖ := RCLike.re_le_norm _
      _ = ‖inner 𝕜 u v‖ * ‖inner 𝕜 v u‖ := norm_mul _ _
      _ ≤ 1 := (mul_le_mul h1 h2 (norm_nonneg _) zero_le_one).trans_eq (one_mul 1)
  have hneg : -projector 𝕜 u = ((-1 : ℝ) : 𝕜) • projector 𝕜 u := by
    rw [RCLike.ofReal_neg, RCLike.ofReal_one, neg_smul, one_smul]
  have hE : ∀ (t : ℝ) (v : E), energy (-projector 𝕜 u + (t : 𝕜) • projector 𝕜 u) v
      = (t - 1) * energy (projector 𝕜 u) v := by
    intro t v
    rw [hneg, energy_combination]
    ring
  -- the ground energy is `t - 1` for `t ≤ 1`
  have hG : ∀ t : ℝ, t ≤ 1 →
      groundEnergy (-projector 𝕜 u + (t : 𝕜) • projector 𝕜 u) = t - 1 := by
    intro t ht1
    apply le_antisymm
    · have h := groundEnergy_le_energy (-projector 𝕜 u + (t : 𝕜) • projector 𝕜 u) hu
      rw [hE, hPu, mul_one] at h
      exact h
    · have hne : (energyValues (-projector 𝕜 u + (t : 𝕜) • projector 𝕜 u)).Nonempty :=
        ⟨_, ⟨u, hu, rfl⟩⟩
      unfold groundEnergy
      refine le_csInf hne ?_
      rintro r ⟨v, hv, rfl⟩
      rw [hE]
      nlinarith [mul_nonneg (sub_nonneg.mpr ht1) (sub_nonneg.mpr (hle v hv))]
  refine ⟨?_, ?_, ?_, hPu⟩
  · intro x y
    change inner 𝕜 (projector 𝕜 u x) y = inner 𝕜 x (projector 𝕜 u y)
    rw [happ, happ, inner_smul_left, inner_smul_right, inner_conj_symm]
    exact mul_comm _ _
  · rw [hE, hPu, mul_one, hG t₀ ht.le]
  · refine ((hasDerivAt_id' t₀).sub_const 1).congr_of_eventuallyEq ?_
    filter_upwards [Iio_mem_nhds ht] with t ht'
    exact hG t (le_of_lt ht')

end

end GroundEnergyLipschitz
```

```lean
#print axioms GroundEnergyLipschitz.groundEnergy_lipschitz
#print axioms GroundEnergyLipschitz.groundEnergy_shift_sharp
#print axioms GroundEnergyLipschitz.concave_of_isGLB
#print axioms GroundEnergyLipschitz.hellmann_feynman
```

```
'GroundEnergyLipschitz.groundEnergy_lipschitz' depends on axioms: [propext, Classical.choice, Quot.sound]
'GroundEnergyLipschitz.groundEnergy_shift_sharp' depends on axioms: [propext, Classical.choice, Quot.sound]
'GroundEnergyLipschitz.concave_of_isGLB' depends on axioms: [propext, Classical.choice, Quot.sound]
'GroundEnergyLipschitz.hellmann_feynman' depends on axioms: [propext, Classical.choice, Quot.sound]
```
